# Aubry duality for the Harper ring: the spectra at modulation strengths l and 1/l

Take a ring of $N\ge 1$ sites, an integer $p\ge 0$ coprime to $N$, and a nonzero real number $l$. Let

$$(H(l)\psi)(j)=\psi(j+1)+\psi(j-1)+2l\cos(2\pi pj/N)\,\psi(j),\qquad j\in\mathbb Z/N .$$

Then $E$ is an eigenvalue of $H(l)$ if and only if $E/l$ is an eigenvalue of $H(1/l)$, and the two have the same degeneracy. For this non-interacting, finite, commensurate model, a tight-binding code can therefore be checked by diagonalising at $l$ and at $1/l$ and comparing the rescaled spectra.

The duality is best known from the localisation transition of the infinite incommensurate chain. The theorems here concern the spectrum of a finite ring and say nothing about that limit.

```lean
import Mathlib

open Module.End

namespace AubryDuality

noncomputable section
```

## The ring Hamiltonian

A state is a function `ZMod N → ℂ`, so site arithmetic is modulo $N$ and the boundary conditions are periodic. The hopping amplitude is $+1$ and sets the unit of energy. No flux threads the ring, and the cosine has no phase offset. In the cosine, `j.val` is the representative of $j$ in $0,\dots,N-1$.

For $N=2$ both neighbours are the same site, which is then reached with amplitude 2; for $N=1$ the hopping term is the constant 2. The theorems include both cases.

```lean
/-- The Harper (Aubry-André) Hamiltonian on a ring of `N` sites: unit hopping to both
neighbours and the on-site energy `2 l cos (2 π p j / N)`. -/
def harper (N p : ℕ) (l : ℝ) : Module.End ℂ (ZMod N → ℂ) where
  toFun ψ j := ψ (j + 1) + ψ (j - 1)
    + ((2 * l * Real.cos (2 * Real.pi * p * j.val / N) : ℝ) : ℂ) * ψ j
  map_add' ψ φ := by
    ext j
    simp only [Pi.add_apply]
    ring
  map_smul' c ψ := by
    ext j
    simp only [Pi.smul_apply, smul_eq_mul, RingHom.id_apply]
    ring
```

## Lattice phases and the transform

Write $\omega(x)=e^{2\pi i x/N}$ for $x\in\mathbb Z/N$. This is well defined modulo $N$ and satisfies $\omega(0)=1$ and $\omega(x+y)=\omega(x)\omega(y)$, which is what it means for `phase N` to be an additive character.

```lean
/-- The lattice phase `exp (2 π i j / N)` as a character of the ring of sites. -/
abbrev phase (N : ℕ) [NeZero N] : AddChar (ZMod N) ℂ := ZMod.stdAddChar
```

The Aubry transform is a discrete Fourier transform with wave numbers counted in steps of $p$:

$$(F\psi)(k)=\sum_j\omega(pjk)\,\psi(j).$$

It carries no factor $1/\sqrt N$.

```lean
/-- The Aubry transform: the discrete Fourier transform whose wave numbers are counted in
steps of the modulation `p`. -/
def aubry (N p : ℕ) [NeZero N] : (ZMod N → ℂ) →ₗ[ℂ] (ZMod N → ℂ) where
  toFun ψ k := ∑ j, phase N (p * j * k) * ψ j
  map_add' ψ φ := by
    ext k
    simp only [Pi.add_apply, mul_add, Finset.sum_add_distrib]
  map_smul' c ψ := by
    ext k
    simp only [Pi.smul_apply, smul_eq_mul, RingHom.id_apply, Finset.mul_sum]
    exact Finset.sum_congr rfl fun j _ => by ring
```

## The cosine as two phases

By Euler's formula,

$$2\cos(2\pi pj/N)=\omega(pj)+\omega(-pj).$$

The Lean proof replaces $j$ by its integer representative, where `phase` is an ordinary complex exponential. The assumption $N\ge1$ enters as `NeZero N`, which `phase` and `aubry` already carry and which the `variable` line now provides for the theorems.

```lean
variable {N p : ℕ} [NeZero N]

/-- Twice the cosine, `2 cos (2 π p j / N)`, is the sum of the lattice phases at `p j` and at `-p
j`. -/
theorem two_cos_eq_phase (j : ZMod N) :
    ((2 * Real.cos (2 * Real.pi * p * j.val / N) : ℝ) : ℂ)
      = phase N (p * j) + phase N (-(p * j)) := by
  have e : (p : ZMod N) * j = (((p : ℤ) * (j.val : ℤ) : ℤ) : ZMod N) := by
    rw [Int.cast_mul, Int.cast_natCast, Int.cast_natCast, ZMod.natCast_zmod_val]
  rw [e, ← Int.cast_neg, ZMod.stdAddChar_coe, ZMod.stdAddChar_coe]
  generalize j.val = m
  have a1 : 2 * (Real.pi : ℂ) * Complex.I * (((p : ℤ) * (m : ℤ) : ℤ) : ℂ) / N
      = ((2 * Real.pi * p * m / N : ℝ) : ℂ) * Complex.I := by
    push_cast; ring
  have a2 : 2 * (Real.pi : ℂ) * Complex.I * ((-((p : ℤ) * (m : ℤ)) : ℤ) : ℂ) / N
      = -((2 * Real.pi * p * m / N : ℝ) : ℂ) * Complex.I := by
    push_cast; ring
  rw [a1, a2, Complex.ofReal_mul, Complex.ofReal_cos, Complex.cos, Complex.ofReal_ofNat]
  ring
```

The Hamiltonian becomes

$$(H(l)\psi)(j)=\psi(j+1)+\psi(j-1)+l\,[\omega(pj)+\omega(-pj)]\,\psi(j).$$

```lean
/-- The Harper Hamiltonian with its potential written in lattice phases. -/
theorem harper_apply (l : ℝ) (ψ : ZMod N → ℂ) (j : ZMod N) :
    harper N p l ψ j = ψ (j + 1) + ψ (j - 1)
      + l * (phase N (p * j) + phase N (-(p * j))) * ψ j := by
  rw [← two_cos_eq_phase]
  change ψ (j + 1) + ψ (j - 1)
    + ((2 * l * Real.cos (2 * Real.pi * p * j.val / N) : ℝ) : ℂ) * ψ j = _
  simp only [Complex.ofReal_mul]
  ring
```

## Hopping and potential change places

Shifting the summation index turns a translation into a phase:

$$\sum_j\omega(pjk)\psi(j+1)=\omega(-pk)\sum_j\omega(p(j+1)k)\psi(j+1)=\omega(-pk)(F\psi)(k).$$

In the same way $\psi(j-1)$ yields $\omega(pk)(F\psi)(k)$. Conversely, a phase becomes a translation:

$$\sum_j\omega(pjk)\,\omega(\pm pj)\,\psi(j)=(F\psi)(k\pm1).$$

Adding the four terms gives

$$(FH(l)\psi)(k)=[\omega(pk)+\omega(-pk)](F\psi)(k)+l\,[(F\psi)(k+1)+(F\psi)(k-1)].$$

Taking out a factor $l$ leaves unit hopping and a potential of strength $1/l$, so

$$F\,H(l)=l\,H(1/l)\,F .$$

In the code, `s1` and `s2` are the two index shifts, `s3` collects the phases that become translations, and the last line uses $l\cdot(1/l)=1$. Coprimality has not been used.

```lean
/-- The Aubry transform exchanges hopping and potential: it carries `H(l)` into
`l H(1/l)`. -/
theorem aubry_harper {l : ℝ} (hl : l ≠ 0) (ψ : ZMod N → ℂ) :
    aubry N p (harper N p l ψ) = (l : ℂ) • harper N p (1 / l) (aubry N p ψ) := by
  ext k
  -- translations become phases
  have s1 : ∑ j, phase N (p * j * k) * ψ (j + 1)
      = phase N (-(p * k)) * aubry N p ψ k := by
    change _ = phase N (-(p * k)) * ∑ j, phase N (p * j * k) * ψ j
    rw [Finset.mul_sum]
    refine Fintype.sum_equiv (Equiv.addRight 1) _ _ fun j => ?_
    change _ = phase N (-(p * k)) * (phase N (p * (j + 1) * k) * ψ (j + 1))
    have h : (p : ZMod N) * j * k = -(p * k) + p * (j + 1) * k := by ring
    rw [h, AddChar.map_add_eq_mul, mul_assoc]
  have s2 : ∑ j, phase N (p * j * k) * ψ (j - 1)
      = phase N (p * k) * aubry N p ψ k := by
    change _ = phase N (p * k) * ∑ j, phase N (p * j * k) * ψ j
    rw [Finset.mul_sum]
    refine Fintype.sum_equiv (Equiv.subRight 1) _ _ fun j => ?_
    change _ = phase N (p * k) * (phase N (p * (j - 1) * k) * ψ (j - 1))
    have h : (p : ZMod N) * j * k = p * k + p * (j - 1) * k := by ring
    rw [h, AddChar.map_add_eq_mul, mul_assoc]
  -- phases become translations
  have s3 : aubry N p (harper N p l ψ) k
      = ∑ j, phase N (p * j * k) * ψ (j + 1) + ∑ j, phase N (p * j * k) * ψ (j - 1)
        + (l * aubry N p ψ (k + 1) + l * aubry N p ψ (k - 1)) := by
    change ∑ j, phase N (p * j * k) * harper N p l ψ j = _ + _
      + (l * ∑ j, phase N (p * j * (k + 1)) * ψ j
        + l * ∑ j, phase N (p * j * (k - 1)) * ψ j)
    simp only [Finset.mul_sum, ← Finset.sum_add_distrib]
    refine Finset.sum_congr rfl fun j _ => ?_
    have h1 : (p : ZMod N) * j * (k + 1) = p * j * k + p * j := by ring
    have h2 : (p : ZMod N) * j * (k - 1) = p * j * k + -(p * j) := by ring
    rw [harper_apply, h1, h2, AddChar.map_add_eq_mul, AddChar.map_add_eq_mul]
    ring
  have hc : (l : ℂ) * ((1 / l : ℝ) : ℂ) = 1 := by
    rw [← Complex.ofReal_mul, mul_one_div_cancel hl, Complex.ofReal_one]
  rw [s3, s1, s2, Pi.smul_apply, smul_eq_mul, harper_apply]
  linear_combination
    (-(phase N (p * k) + phase N (-(p * k))) * aubry N p ψ k) * hc
```

## Coprimality makes the transform invertible

Multiply $F\psi$ by $\omega(-pak)$ and sum over $k$:

$$\sum_k\omega(-pak)(F\psi)(k)=\sum_j\Big[\sum_k\omega\big(k\,p(j-a)\big)\Big]\psi(j).$$

Let $x=p(j-a)$. If $x=0$, the bracket is $N$. If $x\neq0$, shifting $k$ by one multiplies the bracket by $\omega(x)\ne1$ without changing its value, so it vanishes. Since $p$ is coprime to $N$, it is invertible modulo $N$, and $x=0$ only for $j=a$. Hence

$$\sum_k\omega(-pak)(F\psi)(k)=N\psi(a).$$

```lean
/-- Inversion formula: for `p` coprime to `N` the amplitude on each site is recovered from
the Aubry transform. -/
theorem aubry_inversion (hp : p.Coprime N) (ψ : ZMod N → ℂ) (a : ZMod N) :
    ∑ k, phase N (-(p * a * k)) * aubry N p ψ k = N * ψ a := by
  change ∑ k, phase N (-(p * a * k)) * ∑ j, phase N (p * j * k) * ψ j = _
  simp only [Finset.mul_sum]
  rw [Finset.sum_comm]
  -- orthogonality of the phases
  have key : ∀ j, ∑ k, phase N (-(p * a * k)) * (phase N (p * j * k) * ψ j)
      = if j = a then N * ψ a else 0 := by
    intro j
    have h : ∑ k, phase N (-(p * a * k)) * (phase N (p * j * k) * ψ j)
        = (∑ k, phase N (k * (p * (j - a)))) * ψ j := by
      rw [Finset.sum_mul]
      refine Finset.sum_congr rfl fun k _ => ?_
      have e : k * ((p : ZMod N) * (j - a)) = -(p * a * k) + p * j * k := by ring
      rw [e, AddChar.map_add_eq_mul]
      ring
    rw [h, AddChar.sum_mulShift _ (ZMod.isPrimitive_stdAddChar N)]
    by_cases hj : j = a
    · subst hj
      simp [ZMod.card]
    · have hne : (p : ZMod N) * (j - a) ≠ 0 := fun h0 =>
        hj (sub_eq_zero.1 ((((ZMod.isUnit_iff_coprime p N).2 hp).mul_right_eq_zero).1 h0))
      rw [if_neg hne, if_neg hj]
      simp
  simp only [key]
  simp
```

Two states with equal transforms therefore agree on every site.

```lean
/-- For `p` coprime to `N`, different states have different Aubry transforms. -/
theorem aubry_injective (hp : p.Coprime N) : Function.Injective (aubry N p) := by
  intro ψ φ h
  funext a
  have h1 := aubry_inversion hp ψ a
  rw [h, aubry_inversion hp φ a] at h1
  exact (mul_left_cancel₀ (Nat.cast_ne_zero.2 (NeZero.ne N)) h1).symm
```

## Eigenstates go to eigenstates

If $H(l)\psi=E\psi$, then

$$l\,H(1/l)F\psi=F H(l)\psi=E\,F\psi,$$

and dividing by $l$ gives $H(1/l)F\psi=(E/l)F\psi$. The lemma states this for eigenspaces, which contain the zero vector, so it too needs no coprimality.

```lean
/-- The Aubry transform sends solutions of `H(l) ψ = E ψ` to solutions of
`H(1/l) φ = (E/l) φ`. -/
theorem aubry_mem_eigenspace {l : ℝ} (hl : l ≠ 0) {E : ℂ} {ψ : ZMod N → ℂ}
    (hψ : ψ ∈ eigenspace (harper N p l) E) :
    aubry N p ψ ∈ eigenspace (harper N p (1 / l)) (E / l) := by
  rw [mem_eigenspace_iff] at hψ ⊢
  have h := aubry_harper (p := p) hl ψ
  rw [hψ, map_smul] at h
  rw [div_eq_inv_mul E (l : ℂ), mul_smul, h, smul_smul,
    inv_mul_cancel₀ (Complex.ofReal_ne_zero.2 hl), one_smul]
```

## The duality of eigenvalues

`HasEigenvalue` means that a nonzero eigenvector exists. Take such a $\psi$ for $H(l)$ and $E$. Injectivity gives $F\psi\neq0$, so $E/l$ is an eigenvalue of $H(1/l)$; this is `forward`. For the converse, apply the same implication to $1/l$ and $E/l$, using $1/(1/l)=l$ and $(E/l)/(1/l)=E$.

The energy $E$ ranges over the complex numbers, so the statement does not rely on the spectrum being real.

```lean
/-- **Aubry duality**: for `p` coprime to `N` and `l ≠ 0`, `E` is an eigenvalue of `H(l)` if
and only if `E/l` is an eigenvalue of `H(1/l)`. -/
theorem aubry_duality (hp : p.Coprime N) {l : ℝ} (hl : l ≠ 0) (E : ℂ) :
    HasEigenvalue (harper N p l) E ↔ HasEigenvalue (harper N p (1 / l)) (E / l) := by
  have forward : ∀ {m : ℝ} {e : ℂ}, m ≠ 0 → HasEigenvalue (harper N p m) e →
      HasEigenvalue (harper N p (1 / m)) (e / m) := by
    intro m e hm h
    obtain ⟨ψ, hψ⟩ := h.exists_hasEigenvector
    refine hasEigenvalue_of_hasEigenvector (x := aubry N p ψ)
      ⟨aubry_mem_eigenspace hm hψ.1, fun h0 => hψ.2 (aubry_injective hp ?_)⟩
    rw [h0, map_zero]
  refine ⟨forward hl, fun h => ?_⟩
  -- the duality is an involution
  have h' := forward (one_div_ne_zero hl) h
  have hE : E / (l : ℂ) / ((1 / l : ℝ) : ℂ) = E := by
    have := Complex.ofReal_ne_zero.2 hl
    push_cast
    field_simp
  rwa [one_div_one_div, hE] at h'
```

The degeneracy is the dimension of the eigenspace, `Module.finrank`. Because $F$ maps the $E$-eigenspace of $H(l)$ injectively into the $E/l$-eigenspace of $H(1/l)$, the first dimension is at most the second. Exchanging $l$ and $1/l$ gives the reverse inequality.

```lean
/-- For `p` coprime to `N` and `l ≠ 0`, the eigenspace of `H(l)` at `E` and the eigenspace of
`H(1/l)` at `E/l` have the same dimension. -/
theorem aubry_duality_degeneracy (hp : p.Coprime N) {l : ℝ} (hl : l ≠ 0) (E : ℂ) :
    Module.finrank ℂ (eigenspace (harper N p l) E)
      = Module.finrank ℂ (eigenspace (harper N p (1 / l)) (E / l)) := by
  have le : ∀ {m : ℝ} (e : ℂ), m ≠ 0 → Module.finrank ℂ (eigenspace (harper N p m) e)
      ≤ Module.finrank ℂ (eigenspace (harper N p (1 / m)) (e / m)) := by
    intro m e hm
    refine LinearMap.finrank_le_finrank_of_injective
      (f := (aubry N p).restrict fun ψ hψ => aubry_mem_eigenspace hm hψ) ?_
    intro x y h
    exact Subtype.ext (aubry_injective hp (congrArg Subtype.val h))
  refine le_antisymm (le E hl) ?_
  have h' := le (E / l) (one_div_ne_zero hl)
  have hE : E / (l : ℂ) / ((1 / l : ℝ) : ℂ) = E := by
    have := Complex.ofReal_ne_zero.2 hl
    push_cast
    field_simp
  rwa [one_div_one_div, hE] at h'
```

## A single site becomes a uniform wave

For a state on site $a$ alone, the sum has one term, $(F\delta_a)(k)=\omega(pak)$, of modulus 1 for every $k$. With the transform normalised by $1/\sqrt N$, the modulus is $1/\sqrt N$ and each $k$ carries probability $1/N$.

```lean
/-- The Aubry transform of a state on a single site has the same modulus on every site. -/
theorem norm_aubry_single (a k : ZMod N) :
    ‖aubry N p (Pi.single a 1) k‖ = 1 := by
  change ‖∑ j, phase N (p * j * k) * (Pi.single a 1 : ZMod N → ℂ) j‖ = 1
  simp [Pi.single_apply, AddChar.norm_apply]
```

## A two-site ring where the duality fails

Let $N=2$ and $p=0$, which are not coprime. The potential is then constant, and

$$(H(l)\psi)(j)=2\psi(j+1)+2l\,\psi(j).$$

At $l=2$ the staggered state $(1,-1)$ has energy $-2+4=2$. Duality would require the energy $2/2=1$ at $l=1/2$. There the eigenvalue equation reads $2\psi(j+1)+\psi(j)=\psi(j)$, which forces $\psi=0$. The transform is at fault: for $p=0$ it sends every state to the constant $\sum_j\psi(j)$, and so annihilates the staggered state.

```lean
/-- Coprimality cannot be dropped: for `N = 2`, `p = 0`, `l = 2`, the energy `2` belongs to
`H(2)` but `2/2` does not belong to `H(1/2)`. -/
theorem duality_fails_without_coprimality :
    HasEigenvalue (harper 2 0 2) 2 ∧
      ¬ HasEigenvalue (harper 2 0 (1 / 2)) (2 / ((2 : ℝ) : ℂ)) := by
  have act : ∀ (l : ℝ) (ψ : ZMod 2 → ℂ) (j : ZMod 2),
      harper 2 0 l ψ j = ψ (j + 1) + ψ (j + 1) + 2 * l * ψ j := by
    intro l ψ j
    have hj : j - 1 = j + 1 := by revert j; decide
    rw [harper_apply, hj]
    simp only [Nat.cast_zero, zero_mul, neg_zero, AddChar.map_zero_eq_one]
    ring
  constructor
  · -- the staggered state
    refine hasEigenvalue_of_hasEigenvector (x := fun j : ZMod 2 => if j = 0 then 1 else -1)
      ⟨mem_eigenspace_iff.2 ?_, fun h => ?_⟩
    · ext j
      have hj : j + 1 = 0 ↔ ¬ j = 0 := by revert j; decide
      rw [act]
      simp only [Pi.smul_apply, smul_eq_mul, hj, ite_not]
      split_ifs <;> norm_num
    · simpa using congrFun h 0
  · intro h
    obtain ⟨ψ, hψ⟩ := h.exists_hasEigenvector
    refine hψ.2 (funext fun j => ?_)
    have e := congrFun hψ.apply_eq_smul (j - 1)
    rw [act, sub_add_cancel, Pi.smul_apply, smul_eq_mul] at e
    push_cast at e
    change ψ j = 0
    linear_combination e / 2

end

end AubryDuality
```

```lean
#print axioms AubryDuality.aubry_duality
-- 'AubryDuality.aubry_duality' depends on axioms: [propext, Classical.choice, Quot.sound]
#print axioms AubryDuality.aubry_duality_degeneracy
-- 'AubryDuality.aubry_duality_degeneracy' depends on axioms: [propext, Classical.choice, Quot.sound]
#print axioms AubryDuality.norm_aubry_single
-- 'AubryDuality.norm_aubry_single' depends on axioms: [propext, Classical.choice, Quot.sound]
#print axioms AubryDuality.duality_fails_without_coprimality
-- 'AubryDuality.duality_fails_without_coprimality' depends on axioms: [propext, Classical.choice, Quot.sound]
```
